# The zero-temperature exchange hole of the unpolarised uniform electron gas has a linearly divergent second moment

For the spin-unpolarised uniform electron gas at zero temperature, with Fermi wave number k > 0 and density n = k³/(3π²), I believe that the exchange hole at distance r from an electron,

    n_x(r) = −(9/2) n j(kr)²,   j(x) = (sin x − x cos x)/x³,

has no finite mean-square radius, because its second moment inside radius R,

    M(R) = ∫₀^R 4πr² · r² n_x(r) dr,

behaves like −3R/(πk) for large R. My argument is loose: j(x) ≈ −cos x/x² at large x, so r⁴ n_x(r) oscillates like cos²(kr), which I replace by its average 1/2. Can this be made rigorous, including the origin, where j is a ratio 0/0, and checked by machine?

## The moment grows like −3R/(πk)

With n_x taken as the formula above and k > 0, the claim holds: M(R)/R → −3/(πk), hence M(R) → −∞, and |x|² n_x(|x|) is not integrable over ℝ³. No averaging argument is needed, because the integral is elementary. Define the dimensionless weight

    w(y) = (sin y/y − cos y)².

Since sin x − x cos x = x (sin x/x − cos x), one has j(x)² = w(x)/x⁴. For r > 0 the factor r⁴ cancels:

    4πr⁴ n_x(r) = −4πr⁴ · (9/2) · k³/(3π²) · w(kr)/(k⁴r⁴) = −(6/(πk)) w(kr).

The substitution y = kr, dr = dy/k, gives

    M(R) = −(6/(πk²)) ∫₀^(kR) w(y) dy.

Expand the square:

    w(y) = sin²y/y² − 2 sin y cos y/y + cos²y.

The first two terms together and the third are exact derivatives:

    d/dy (−sin²y/y) = sin²y/y² − 2 sin y cos y/y,
    d/dy (y/2 + sin y cos y/2) = 1/2 + (cos²y − sin²y)/2 = cos²y.

An antiderivative of w is therefore F(y) = y/2 + sin y cos y/2 − sin²y/y. Writing the last term as sin y · sinc y, where sinc y = sin y/y for y ≠ 0 and sinc 0 = 1, shows that F is continuous at the origin with F(0) = 0. For a dimensionless upper limit R > 0,

    ∫₀^R w(y) dy = R/2 + sin R cos R/2 − sin²R/R.

From (sin R ∓ cos R)² ≥ 0 and sin²R + cos²R = 1 follows |sin R cos R| ≤ 1/2, and 0 ≤ sin²R/R ≤ 1/R, so

    |∫₀^R w dy − R/2| ≤ 1/4 + 1/R.

Dividing by R and letting R → ∞ gives (1/R)∫₀^R w dy → 1/2. With kR in place of R,

    M(R)/R = −(6/(πk)) · (1/(kR)) ∫₀^(kR) w dy → −3/(πk).

The limit is negative, so M(R) = (M(R)/R) · R → −∞. If |x|² n_x(|x|) were integrable over ℝ³, polar coordinates would make 4πr⁴ n_x(r) integrable on (0, ∞), and M(R) would converge to a finite number, a contradiction.

## The hole formula as a definition

The functions `weight`, `shape`, `density`, `hole` and `secondMoment` are w, j, n, n_x and M, the last two with k as first argument. The hole is postulated, not derived. It stands for a Slater determinant of plane waves filling the Fermi sphere equally for both spins, in the limit of infinite volume at fixed density: the one-body density matrix per spin is (n/2) · 3j(kr), and minus the sum of its squares over the two spins, divided by n, is −(9/2) n j(kr)². The hypothesis `0 < k` says that the gas has electrons in it. The hole is counted as a negative density, which is why the divergence is to −∞.

`mean_weight_tendsto` states that (1/R)∫₀^R w tends to 1/2 as the real number R tends to +∞ (`atTop`). `secondMoment_div_tendsto` and `secondMoment_tendsto_atBot` state, for every k > 0, that M(R)/R → −3/(πk) and M(R) → −∞. Here M is a one-dimensional integral with the shell factor 4πr² written in. Three dimensions enter in `not_integrable_sq_mul_hole`, where x ranges over `EuclideanSpace ℝ (Fin 3)` with Lebesgue measure, `‖x‖` is the distance from the electron, and `‖x‖ ^ 2 * hole k ‖x‖` is shown not to be `Integrable`. A mean-square radius would be the integral of this function divided by the integral of n_x over all space; the sum rule fixing the latter at −1 is neither used nor proved, and the numerator alone diverges. Lean's division by zero makes `weight 0` equal 1 and `shape 0` equal 0, where the limits are 0 and 1/3, but a single point does not change an integral. Correlation, spin polarisation and finite temperature are not covered.

```lean
import Mathlib

open Real Filter Set MeasureTheory
open scoped Topology

namespace JelliumExchangeHoleMoment

noncomputable section

/-- The dimensionless weight `w(y) = (sin y / y - cos y)²`. -/
def weight (y : ℝ) : ℝ := (sin y / y - cos y) ^ 2

/-- The shape function `j(x) = (sin x - x cos x) / x³`. -/
def shape (x : ℝ) : ℝ := (sin x - x * cos x) / x ^ 3

/-- Density `n = k³ / (3π²)` of the spin-unpolarised gas with Fermi wave number `k`. -/
def density (k : ℝ) : ℝ := k ^ 3 / (3 * π ^ 2)

/-- The exchange hole `n_x(r) = -(9/2) n j(kr)²` at distance `r` from the electron. -/
def hole (k r : ℝ) : ℝ := -(9 / 2) * density k * shape (k * r) ^ 2

/-- Second radial moment of the hole inside radius `R`: `M(R) = ∫₀^R 4πr² · r² n_x(r) dr`. -/
def secondMoment (k R : ℝ) : ℝ := ∫ r in (0 : ℝ)..R, 4 * π * r ^ 2 * (r ^ 2 * hole k r)

/-- The weight `w` is integrable on every interval `(0, R]`. -/
theorem weight_integrable {R : ℝ} (hR : 0 ≤ R) : IntervalIntegrable weight volume 0 R := by
  rw [intervalIntegrable_iff_integrableOn_Ioc_of_le hR]
  -- away from the origin `w` coincides with a continuous function
  have hc : Continuous fun y : ℝ => (sinc y - cos y) ^ 2 :=
    (Real.continuous_sinc.sub Real.continuous_cos).pow 2
  refine IntegrableOn.congr_fun hc.integrableOn_Ioc (fun y hy => ?_) measurableSet_Ioc
  simp only [weight, sinc_of_ne_zero hy.1.ne']

/-- Closed form: `∫₀^R w = R/2 + sin R cos R / 2 - sin² R / R` for `R > 0`. -/
theorem integral_weight {R : ℝ} (hR : 0 < R) :
    ∫ y in (0 : ℝ)..R, weight y = R / 2 + sin R * cos R / 2 - sin R ^ 2 / R := by
  have hcont : Continuous fun y : ℝ => y / 2 + sin y * cos y / 2 - sin y * sinc y :=
    ((continuous_id.div_const 2).add
      ((Real.continuous_sin.mul Real.continuous_cos).div_const 2)).sub
      (Real.continuous_sin.mul Real.continuous_sinc)
  -- the antiderivative is elementary
  have hder : ∀ y ∈ Ioo (0 : ℝ) R,
      HasDerivAt (fun y : ℝ => y / 2 + sin y * cos y / 2 - sin y * sinc y) (weight y) y := by
    intro y hy
    have hy0 : y ≠ 0 := hy.1.ne'
    have h := (((hasDerivAt_id' y).div_const 2).fun_add
      (((Real.hasDerivAt_sin y).fun_mul (Real.hasDerivAt_cos y)).div_const 2)).fun_sub
      ((Real.hasDerivAt_sin y).fun_mul
        ((Real.hasDerivAt_sin y).fun_div (hasDerivAt_id' y) hy0))
    refine (h.congr_deriv ?_).congr_of_eventuallyEq ?_
    · have e1 : (cos y * y - sin y * 1) / y ^ 2 = cos y / y - sin y / y ^ 2 := by
        field_simp
      unfold weight
      linear_combination (-sin y) * e1 - (1 / 2) * sin_sq_add_cos_sq y
    · filter_upwards [Ioi_mem_nhds hy.1] with z hz
      have hz0 : (0 : ℝ) < z := hz
      simp only [sinc_of_ne_zero hz0.ne']
  have key := intervalIntegral.integral_eq_sub_of_hasDerivAt_of_le hR.le
    hcont.continuousOn hder (weight_integrable hR.le)
  rw [key]
  simp only [sinc_of_ne_zero hR.ne', sin_zero]
  ring

/-- The integral of `w` up to `R` differs from `R/2` by at most `1/4 + 1/R`. -/
theorem abs_integral_weight_sub_le {R : ℝ} (hR : 0 < R) :
    |(∫ y in (0 : ℝ)..R, weight y) - R / 2| ≤ 1 / 4 + R⁻¹ := by
  rw [integral_weight hR]
  have h1 : 0 ≤ sin R ^ 2 / R := by positivity
  have h2 : sin R ^ 2 / R ≤ R⁻¹ := by
    rw [← one_div]
    exact div_le_div_of_nonneg_right (sin_sq_le_one R) hR.le
  have h3 := sin_sq_add_cos_sq R
  have h4 : sin R * cos R ≤ 1 / 2 := by nlinarith [sq_nonneg (sin R - cos R)]
  have h5 : -(1 / 2) ≤ sin R * cos R := by nlinarith [sq_nonneg (sin R + cos R)]
  rw [abs_le]
  constructor <;> linarith

/-- The mean of `(sin y / y - cos y)²` over `(0, R]` tends to `1/2` as `R → ∞`. -/
theorem mean_weight_tendsto :
    Tendsto (fun R : ℝ => (∫ y in (0 : ℝ)..R, weight y) / R) atTop (𝓝 (1 / 2)) := by
  have h0 : Tendsto (fun R : ℝ => R⁻¹) atTop (𝓝 0) := tendsto_inv_atTop_zero
  have hb := (h0.const_add (1 / 4)).mul h0
  rw [mul_zero] at hb
  -- the bounded remainder, divided by `R`, vanishes
  have h : Tendsto (fun R : ℝ => ((∫ y in (0 : ℝ)..R, weight y) - R / 2) * R⁻¹)
      atTop (𝓝 0) := by
    refine squeeze_zero_norm' ?_ hb
    filter_upwards [eventually_gt_atTop 0] with R hR
    rw [Real.norm_eq_abs, abs_mul, abs_of_pos (inv_pos.2 hR)]
    exact mul_le_mul_of_nonneg_right (abs_integral_weight_sub_le hR) (inv_pos.2 hR).le
  have h' := h.add_const (1 / 2)
  rw [zero_add] at h'
  refine h'.congr' ?_
  filter_upwards [eventually_gt_atTop 0] with R hR
  have e : R * R⁻¹ = 1 := mul_inv_cancel₀ hR.ne'
  linear_combination (-1 / 2) * e

/-- For `r > 0` the integrand of the second moment is `4πr⁴ n_x(r) = -(6/(πk)) w(kr)`. -/
theorem moment_integrand {k r : ℝ} (hk : 0 < k) (hr : 0 < r) :
    4 * π * r ^ 2 * (r ^ 2 * hole k r) = -(6 / (π * k)) * weight (k * r) := by
  have hπ : π ≠ 0 := pi_ne_zero
  have hk' : k ≠ 0 := hk.ne'
  have hr' : r ≠ 0 := hr.ne'
  unfold hole density shape weight
  field_simp
  ring

/-- The truncated second moment in the variable `y = kr`:
`M(R) = -(6/(πk²)) ∫₀^{kR} w`. -/
theorem secondMoment_eq {k R : ℝ} (hk : 0 < k) (hR : 0 ≤ R) :
    secondMoment k R = -(6 / (π * k ^ 2)) * ∫ y in (0 : ℝ)..k * R, weight y := by
  have h1 : ∫ r in (0 : ℝ)..R, 4 * π * r ^ 2 * (r ^ 2 * hole k r)
      = ∫ r in (0 : ℝ)..R, -(6 / (π * k)) * weight (k * r) := by
    rw [intervalIntegral.integral_of_le hR, intervalIntegral.integral_of_le hR]
    exact setIntegral_congr_fun measurableSet_Ioc (fun r hr => moment_integrand hk hr.1)
  rw [secondMoment, h1, intervalIntegral.integral_const_mul,
    intervalIntegral.integral_comp_mul_left (f := weight) hk.ne', mul_zero, smul_eq_mul]
  ring

/-- Linear divergence of the second moment of the exchange hole:
`M(R) / R → -3/(πk)` as `R → ∞`. -/
theorem secondMoment_div_tendsto {k : ℝ} (hk : 0 < k) :
    Tendsto (fun R : ℝ => secondMoment k R / R) atTop (𝓝 (-(3 / (π * k)))) := by
  have hs : Tendsto (fun R : ℝ => k * R) atTop atTop := tendsto_id.const_mul_atTop hk
  have h := (mean_weight_tendsto.comp hs).const_mul (-(6 / (π * k)))
  have e : -(6 / (π * k)) * (1 / 2) = -(3 / (π * k)) := by ring
  rw [e] at h
  refine h.congr' ?_
  filter_upwards [eventually_ge_atTop 0] with R hR
  rw [secondMoment_eq hk hR]
  simp only [Function.comp]
  ring

/-- The truncated second moment of the exchange hole tends to `-∞` as `R → ∞`. -/
theorem secondMoment_tendsto_atBot {k : ℝ} (hk : 0 < k) :
    Tendsto (secondMoment k) atTop atBot := by
  have hC : -(3 / (π * k)) < 0 := neg_lt_zero.2 (by positivity)
  have h := Filter.Tendsto.neg_mul_atTop hC (secondMoment_div_tendsto hk) tendsto_id
  refine h.congr' ?_
  filter_upwards [eventually_gt_atTop 0] with R hR
  exact div_mul_cancel₀ _ hR.ne'

/-- For `k > 0`, the function `|x|² n_x(|x|)` is not integrable over three-dimensional space. -/
theorem not_integrable_sq_mul_hole {k : ℝ} (hk : 0 < k) :
    ¬ Integrable (fun x : EuclideanSpace ℝ (Fin 3) => ‖x‖ ^ 2 * hole k ‖x‖) := by
  intro h
  -- polar coordinates reduce to the radial integrand
  have h1 := (integrable_fun_norm_addHaar (μ := (volume : Measure (EuclideanSpace ℝ (Fin 3))))
    (f := fun r : ℝ => r ^ 2 * hole k r)).1 h
  have h2 : IntegrableOn (fun r : ℝ => 4 * π * r ^ 2 * (r ^ 2 * hole k r)) (Ioi 0) := by
    refine IntegrableOn.congr_fun (Integrable.const_mul h1 (4 * π)) (fun y _ => ?_)
      measurableSet_Ioi
    simp only [finrank_euclideanSpace_fin, smul_eq_mul, Nat.reduceSub]
    ring
  -- integrability would give `M(R)` a finite limit
  exact not_tendsto_nhds_of_tendsto_atBot (secondMoment_tendsto_atBot hk) _
    (intervalIntegral_tendsto_integral_Ioi 0 h2 tendsto_id)

end

end JelliumExchangeHoleMoment
```

```lean
#print axioms JelliumExchangeHoleMoment.secondMoment_div_tendsto
-- 'JelliumExchangeHoleMoment.secondMoment_div_tendsto' depends on axioms: [propext, Classical.choice, Quot.sound]
#print axioms JelliumExchangeHoleMoment.not_integrable_sq_mul_hole
-- 'JelliumExchangeHoleMoment.not_integrable_sq_mul_hole' depends on axioms: [propext, Classical.choice, Quot.sound]
```

## From the antiderivative to the contradiction in ℝ³

`weight_integrable` deals with the origin: on `Ioc 0 R`, which is (0, R], w agrees with the continuous function `(sinc y - cos y) ^ 2`, and `IntegrableOn.congr_fun` transfers integrability. In `integral_weight` the antiderivative is F in its sinc form. `hcont` is its continuity, and `hder` is F′ = w on the open interval (0, R): the sum, product and quotient rules give the derivative with sin y/y in place of sinc, `congr_of_eventuallyEq` swaps the two near any y > 0, and `linear_combination` matches the outcome to the expanded square using sin²y + cos²y = 1. The fundamental theorem is applied as `intervalIntegral.integral_eq_sub_of_hasDerivAt_of_le`, which asks for continuity on the closed interval, the derivative only in the interior, and integrability of w.

`abs_integral_weight_sub_le` collects 0 ≤ sin²R/R ≤ 1/R (`h1`, `h2`) and the two bounds on sin R cos R (`h4`, `h5`, from the squares of sin R ∓ cos R). `mean_weight_tendsto` bounds (∫₀^R w − R/2)/R in absolute value by (1/4 + 1/R)/R, sends it to zero with `squeeze_zero_norm'`, and adds 1/2 back.

`moment_integrand` is the cancellation of r⁴, done by `field_simp` and `ring`. `secondMoment_eq` replaces the integrand on (0, R] and substitutes y = kr through `intervalIntegral.integral_comp_mul_left`. `secondMoment_div_tendsto` composes the mean-value limit with R ↦ kR and multiplies by −6/(πk); `secondMoment_tendsto_atBot` multiplies a function with a negative limit by R → ∞. In the last theorem `integrable_fun_norm_addHaar` is the passage to polar coordinates: it turns the assumed integrability over ℝ³ into integrability of r² · r² n_x(r) on (0, ∞). After multiplication by 4π, `intervalIntegral_tendsto_integral_Ioi` gives M(R) a finite limit, and `not_tendsto_nhds_of_tendsto_atBot` sets this against M(R) → −∞.

## Small radius, and the structure factor

The opposite limit and the link to scattering are not among the theorems above. For kR ≪ 1, sin y/y − cos y ≈ y²/3, so w(y) ≈ y⁴/9 and

    M(R) ≈ −(6/(πk²)) (kR)⁵/45 = −2k³R⁵/(15π).

This is the moment of a constant hole of depth −n/2, the limit of n_x(r) as r → 0, since j → 1/3. For the exchange-only, zero-temperature, unpolarised gas, the static structure factor S(q) is 1 plus the Fourier transform of the hole. A finite second moment M(∞) would give S(q) = S(0) − M(∞) q²/6 + o(q²) at small wave number q. Because the hole has one sign, the divergence rules out any behaviour of the form S(0) + c q² + o(q²). Instead S rises linearly in q, with S(q) = 3q/(4k) − q³/(16k³) for q ≤ 2k. A second moment of this hole computed with a radial cutoff keeps growing in magnitude, asymptotically in proportion to the cutoff.
